# The singles equation for a fixed self-adjoint Fock operator holds exactly when the operator commutes with the orthogonal projector onto the transformed occupied space

The theorem `singles_iff_scf` concerns an idempotent reference projector P, a single excitation T = (1 − P)TP and a fixed self-adjoint Fock operator F, all elements of a ring with an adjoint operation. It says that the singles equation (1 − P)(1 − T)F(1 + T)P = 0 holds exactly when FD = DF. Here D is a given self-adjoint element satisfying DC = C and CD = D, where C = (1 + T)P, so that D is the orthogonal projector with the same range as C; F is not required to depend on D. The attempt first turns the singles equation into FC = CFC. From this it derives DFD = FD and takes the adjoint to get DFD = DF, which together give the commutation; the converse is a direct calculation.

This version doesn't compile in Lean 4 with Mathlib:

```lean
import Mathlib

namespace SinglesBrillouin

noncomputable section

variable {R : Type*} [Ring R]

/-- `P` is an idempotent reference projector and `T` is a single excitation, taking the
occupied space of `P` to the virtual space of `1 - P`. -/
structure IsSingles (P T : R) : Prop where
  idem : P * P = P
  single : T = (1 - P) * T * P

/-- The reference occupied projector followed by the singles transformation `1 + T`. -/
def occupied (P T : R) : R := (1 + T) * P

/-- The virtual-occupied block of the singles-transformed Fock operator. -/
def singlesResidual (P T F : R) : R := (1 - P) * (1 - T) * F * (1 + T) * P

/-- A single excitation has no occupied component in its output, acts only on occupied
orbitals, and vanishes when applied twice. -/
theorem single_relations {P T : R} (h : IsSingles P T) :
    P * T = 0 ∧ T * P = T ∧ T * T = 0 := by
  have h1 : P * T = 0 := by
    calc P * T = P * ((1 - P) * T * P) := by rw [← h.single]
      _ = (P - P * P) * T * P := by noncomm_ring
      _ = 0 := by rw [h.idem, sub_self, zero_mul, zero_mul]
  have h2 : T * P = T := by
    calc T * P = ((1 - P) * T * P) * P := by rw [← h.single]
      _ = (1 - P) * T * (P * P) := by rw [mul_assoc]
      _ = T := by rw [h.idem, ← h.single]
  refine ⟨h1, h2, ?_⟩
  calc T * T = (T * P) * T := by rw [h2]
    _ = T * (P * T) := by rw [mul_assoc]
    _ = 0 := by rw [h1, mul_zero]

/-- The transformed occupied operator is `P + T`, and it is idempotent. -/
theorem occupied_projector {P T : R} (h : IsSingles P T) :
    occupied P T = P + T ∧ occupied P T * occupied P T = occupied P T := by
  obtain ⟨h1, h2, h3⟩ := single_relations h
  have hC : occupied P T = P + T := by
    unfold occupied
    rw [add_mul, one_mul, h2]
  refine ⟨hC, ?_⟩
  rw [hC, add_mul, mul_add, mul_add, h.idem, h1, h2, h3, add_zero, add_zero]

/-- The singles residual is a quadratic Riccati expression in the amplitude `T`. -/
theorem singlesResidual_riccati {P T : R} (h : IsSingles P T) (F : R) :
    singlesResidual P T F =
      (1 - P) * F * P + (1 - P) * F * T - T * F * P - T * F * T := by
  obtain ⟨h1, -, -⟩ := single_relations h
  have hL : (1 - P) * (1 - T) = 1 - P - T := by
    calc (1 - P) * (1 - T) = 1 - P - T + P * T := by noncomm_ring
      _ = 1 - P - T := by rw [h1, add_zero]
  have hC : (1 + T) * P = P + T := (occupied_projector h).1
  calc singlesResidual P T F = ((1 - P) * (1 - T)) * F * ((1 + T) * P) := by
        simp only [singlesResidual, mul_assoc]
    _ = (1 - P - T) * F * (P + T) := by rw [hL, hC]
    _ = _ := by noncomm_ring

/-- The singles equation holds exactly when `F C = C F C`, where `C` is the transformed occupied
projector `occupied P T`. -/
theorem singles_iff_projected {P T : R} (h : IsSingles P T) (F : R) :
    singlesResidual P T F = 0 ↔
      F * occupied P T = occupied P T * (F * occupied P T) := by
  have hres : singlesResidual P T F =
      F * occupied P T - occupied P T * (F * occupied P T) := by
    rw [singlesResidual_riccati h, (occupied_projector h).1]
    noncomm_ring
  rw [hres, sub_eq_zero]

/-- For a self-adjoint Fock operator and a self-adjoint density `D` with the same range as the
transformed occupied projector, the singles equation is equivalent to `F D = D F`. -/
theorem singles_iff_scf [StarRing R] {P T F D : R} (h : IsSingles P T)
    (hF : star F = F) (hD : star D = D)
    (hDC : D * occupied P T = occupied P T) (hCD : occupied P T * D = D) :
    singlesResidual P T F = 0 ↔ F * D = D * F := by
  rw [singles_iff_projected h]
  generalize occupied P T = C at hDC hCD ⊢
  constructor
  · intro e
    have h1 : D * (F * C) = F * C := by
      calc D * (F * C) = D * (C * (F * C)) := by rw [← e]
        _ = (D * C) * (F * C) := by rw [mul_assoc]
        _ = F * C := by rw [hDC, ← e]
    have h2 : D * (F * D) = F * D := by
      calc D * (F * D) = D * (F * (C * D)) := by rw [hCD]
        _ = (D * (F * C)) * D := by simp only [mul_assoc]
        _ = F * (C * D) := by rw [h1, mul_assoc]
        _ = F * D := by rw [hCD]
    -- the adjoint relation supplies the other half of the commutator
    have h3 := congrArg star h2
    simp only [star_mul, hF, hD] at h3
    rw [← h2, ← mul_assoc]
    exact h3 ▸ (by simp only [mul_assoc])
  · intro e
    have h1 : F * C = D * (F * C) := by
      calc F * C = F * (D * C) := by rw [hDC]
        _ = (F * D) * C := by rw [mul_assoc]
        _ = D * (F * C) := by rw [e, mul_assoc]
    calc F * C = D * (F * C) := h1
      _ = (C * D) * (F * C) := by rw [hCD]
      _ = C * (D * (F * C)) := by rw [mul_assoc]
      _ = C * (F * C) := by rw [← h1]

end

end SinglesBrillouin
```

Lean reports:

```
Main.lean:96:16: error: unsolved goals
R : Type u_1
inst✝¹ : Ring R
inst✝ : StarRing R
P T F D : R
h : IsSingles P T
hF : star F = F
hD : star D = D
C : R
hDC : D * C = C
hCD : C * D = D
e : F * C = C * (F * C)
h1 : D * (F * C) = F * C
h2 : D * (F * D) = F * D
h3 : D * F * D = D * F
⊢ D * (F * (D * D)) = D * (F * D)
```

The mended proof, as a diff:

```diff
@@ -93,6 +93,7 @@
     have h3 := congrArg star h2
     simp only [star_mul, hF, hD] at h3
-    rw [← h2, ← mul_assoc]
-    exact h3 ▸ (by simp only [mul_assoc])
+    calc F * D = D * (F * D) := h2.symm
+      _ = D * F * D := (mul_assoc D F D).symm
+      _ = D * F := h3
   · intro e
     have h1 : F * C = D * (F * C) := by
```

The error says that `simp only [mul_assoc]` left a goal unproved. After `rw [← h2, ← mul_assoc]` the goal was `D * F * D = D * F`, which is exactly `h3`. But `h3 ▸ ...` did not use `h3` as the proof. It used it to rewrite the goal, from right to left, replacing each `D * F` by `D * F * D`. The inner proof therefore had to show `D * F * D * D = D * F * D`, which `simp only [mul_assoc]` could only rebracket into the goal in the message. What remains needs `D * D = D`. That follows from `hDC` and `hCD`, but it is not a matter of associativity, and `simp only` was given nothing else.

The repair goes from `F * D` to `D * (F * D)` by `h2.symm`, rebrackets with `mul_assoc`, and ends with `h3` itself, so the extra factor of `D` never appears. Using `h3` directly is the cure; writing out the two earlier rewrites as `calc` steps is tidying.
